# For spin one-half, $e^{A+B}\neq e^Ae^B$ for rotations by $a$ about $x$ and $b$ about $z$ with $\sin(a/2)\sin(b/2)\neq 0$

A half turn of a spin one-half about $z$, followed by a half turn about $x$, gives the matrix $i\sigma_y$, and this is not what I get by adding the two exponents and exponentiating once. With $A=-i(\pi/2)\sigma_x$ and $B=-i(\pi/2)\sigma_z$, no $\sigma_y$ appears in $A+B$, yet the product $e^Ae^B$ consists of nothing else. Where does it come from? And is it enough to know that $A$ and $B$ don't commute to conclude that $e^{A+B}\neq e^Ae^B$?

## The product has a $\sigma_y$ part and the exponential of the sum has none

The $\sigma_y$ comes from the product $\sigma_x\sigma_z=-i\sigma_y$. For a rotation angle $a$ about $x$ and $b$ about $z$, put

$$A=-i\tfrac a2\sigma_x,\qquad B=-i\tfrac b2\sigma_z .$$

Then $e^{A+B}\neq e^Ae^B$ whenever $\sin(a/2)\sin(b/2)\neq0$, which includes your half turns. Non-commutation alone is not enough: there are angles for which $A$ and $B$ do not commute and the two sides still agree.

Start with one rotation. Let $S$ be a matrix with $S^2=1$, and let $P_\pm=(1\pm S)/2$. Since $SP_\pm=\pm P_\pm$ and $P_++P_-=1$, we have $S^n=P_++(-1)^nP_-$. Summing the exponential series for a complex number $c$ gives

$$e^{cS}=e^{c}P_++e^{-c}P_- .$$

For $c=-i\theta/2$, with $\theta$ the rotation angle, this becomes

$$e^{-i(\theta/2)S}=\cos\tfrac\theta2-i\sin\tfrac\theta2\,S .$$

Both $\sigma_x$ and $\sigma_z$ square to 1, so the two rotations can be multiplied out:

$$e^Ae^B=\cos\tfrac a2\cos\tfrac b2-i\sin\tfrac a2\cos\tfrac b2\,\sigma_x-i\cos\tfrac a2\sin\tfrac b2\,\sigma_z+i\sin\tfrac a2\sin\tfrac b2\,\sigma_y .$$

The last term is $-\sin\frac a2\sin\frac b2\,\sigma_x\sigma_z$ rewritten.

Now take the sum. The matrices $\sigma_x$ and $\sigma_z$ are symmetric, so $A+B$ is symmetric, and so are all its powers and its exponential. In the product, the entry in row 0, column 1 minus the entry in row 1, column 0 is $2\sin\frac a2\sin\frac b2$, because only $i\sigma_y$ is antisymmetric. If this number is nonzero, the product is not symmetric and cannot equal $e^{A+B}$.

For $a=b=\pi$ the cosines vanish and the sines are 1, so

$$e^Ae^B=i\sigma_y=\begin{pmatrix}0&1\\-1&0\end{pmatrix}.$$

### Non-commuting exponents that still give equality

Take $a=6\pi$ and $b=8\pi$. The exponents do not commute, but $e^A=\cos3\pi=-1$ and $e^B=\cos4\pi=1$, so the product is $-1$. For the sum,

$$A+B=-i\,5\pi\left(\tfrac35\sigma_x+\tfrac45\sigma_z\right),$$

and the bracket squares to 1. It is a rotation by $10\pi$ about the axis $(3/5,0,4/5)$, with exponential $\cos5\pi=-1$. The condition on the sines therefore cannot be weakened to $AB\neq BA$.

The condition is sufficient, not necessary. For $a=2\pi$, $b=\pi$ it fails, yet the product $i\sigma_z$ has trace zero while $e^{A+B}$ has trace $2\cos(\sqrt5\,\pi/2)\neq0$.

### The same term in a time step

Consider a single spin with Hamiltonian $H=\frac\hbar2(\omega_x\sigma_x+\omega_z\sigma_z)$, where $\omega_x$ and $\omega_z$ are the components of the constant angular velocity of precession. One step of length $\tau$ is $e^{A+B}$ with $a=\omega_x\tau$ and $b=\omega_z\tau$. The simplest, first-order split-step scheme replaces it by $e^Ae^B$, which adds the $\sigma_y$ term with coefficient $i\sin\frac a2\sin\frac b2\approx i\,ab/4$ for small angles. At $a=b=0.1$ its magnitude is about $0.0025$.

### Angles, axes and exponents in Lean

`SpinOp` is the type of complex $2\times2$ matrices, with rows and columns numbered 0 and 1, and `σx`, `σy`, `σz` are the Pauli matrices in the usual $\sigma_z$ basis. "Symmetric" refers to transposition in that basis, without complex conjugation.

`gen θ S` is the whole exponent $-i(\theta/2)S$ for a real angle $\theta$. The name is short for generator, a word that textbooks often reserve for the spin operator without the angle. `NormedSpace.exp` is the exponential defined by the power series. In a product, the right-hand factor acts on the state first.

The theorems say the following:

- `exp_gen` is the closed formula for every `S` with `S * S = 1`. `S` need not be Hermitian, though for a physical rotation it is. Some condition on `S` is needed: for $S=0$ and $\theta=2\pi$ the exponential is 1, while the formula would give $-1$.
- `exp_add_ne_exp_mul_exp` is the inequality for all real `a` and `b` whose half-angle sines have a nonzero product.
- `half_turns` states that the product of the two half turns is $i\sigma_y$, that this matrix is antisymmetric and nonzero, and that it differs from the exponential of the sum.
- `noncommuting_with_equality` is the example with $6\pi$ and $8\pi$.

These are statements about matrices. That `gen` describes a real spin in a constant field, or an ideal pulse of the stated angle, is a physical identification that the hypotheses do not supply.

```lean
import Mathlib

open Matrix
open Complex (I)

namespace SpinRotationExpCounterexample

noncomputable section

/-- Operators on the state space of a spin one-half. -/
abbrev SpinOp := Matrix (Fin 2) (Fin 2) ℂ

/-- The Pauli matrix `σx`. -/
def σx : SpinOp := !![0, 1; 1, 0]

/-- The Pauli matrix `σy`. -/
def σy : SpinOp := !![0, -I; I, 0]

/-- The Pauli matrix `σz`. -/
def σz : SpinOp := !![1, 0; 0, -1]

/-- The matrix `-i (θ/2) S`. It is the exponent of a spin rotation by the angle `θ` when `S` is the
spin component along the axis in units of `ħ/2`. -/
def gen (θ : ℝ) (S : SpinOp) : SpinOp := (-(I * ((θ : ℂ) / 2))) • S

/-- Closed rotation formula: if `S² = 1`, then
`exp(-i (θ/2) S) = cos(θ/2) - i sin(θ/2) S`. -/
theorem exp_gen (S : SpinOp) (hS : S * S = 1) (θ : ℝ) :
    NormedSpace.exp (gen θ S) =
      (Real.cos (θ / 2) : ℂ) • (1 : SpinOp) - (I * (Real.sin (θ / 2) : ℂ)) • S := by
  -- powers of `S`, split over the projectors `(1 ± S)/2`
  have hpow : ∀ n : ℕ, S ^ n =
      (1 / 2 : ℂ) • (1 + S) + ((-1) ^ n / 2 : ℂ) • (1 - S) := by
    intro n
    induction n with
    | zero =>
      rw [pow_zero, pow_zero]
      module
    | succ n ih =>
      rw [pow_succ, ih, add_mul, smul_mul_assoc, smul_mul_assoc, add_mul, sub_mul,
        one_mul, hS, pow_succ]
      module
  have hexp : ∀ z : ℂ, HasSum (fun n : ℕ => z ^ n / (n.factorial : ℂ)) (Complex.exp z) := by
    intro z
    rw [Complex.exp_eq_exp_ℂ]
    exact NormedSpace.expSeries_div_hasSum_exp z
  -- summing the series gives one scalar exponential on each projector
  have key : ∀ c : ℂ, NormedSpace.exp (c • S) =
      Complex.exp c • ((1 / 2 : ℂ) • (1 + S)) +
        Complex.exp (-c) • ((1 / 2 : ℂ) • (1 - S)) := by
    intro c
    have h := ((hexp c).smul_const ((1 / 2 : ℂ) • (1 + S))).add
      ((hexp (-c)).smul_const ((1 / 2 : ℂ) • (1 - S)))
    rw [NormedSpace.exp_eq_tsum ℂ, ← h.tsum_eq]
    refine tsum_congr fun n => ?_
    rw [smul_pow, hpow, neg_pow c]
    module
  have hp : Complex.exp (I * ((θ : ℂ) / 2)) =
      Complex.cos ((θ : ℂ) / 2) + Complex.sin ((θ : ℂ) / 2) * I := by
    rw [mul_comm, Complex.exp_mul_I]
  have hm : Complex.exp (-(I * ((θ : ℂ) / 2))) =
      Complex.cos ((θ : ℂ) / 2) - Complex.sin ((θ : ℂ) / 2) * I := by
    rw [show -(I * ((θ : ℂ) / 2)) = (-((θ : ℂ) / 2)) * I by ring, Complex.exp_mul_I,
      Complex.cos_neg, Complex.sin_neg]
    ring
  rw [gen, key, neg_neg, hm, hp]
  push_cast
  module

/-- The Pauli matrices `σx` and `σz` both square to the identity. -/
theorem exp_gen_witness : σx * σx = 1 ∧ σz * σz = 1 := by
  constructor <;> ext i j <;> fin_cases i <;> fin_cases j <;>
    simp [σx, σz, Matrix.mul_apply, Fin.sum_univ_succ]

/-- A rotation by `b` about `z` followed by a rotation by `a` about `x`, written in the
basis of the identity and the Pauli matrices. -/
theorem exp_mul_exp (a b : ℝ) :
    NormedSpace.exp (gen a σx) * NormedSpace.exp (gen b σz) =
      ((Real.cos (a / 2) : ℂ) * (Real.cos (b / 2) : ℂ)) • (1 : SpinOp)
        - (I * (Real.sin (a / 2) : ℂ) * (Real.cos (b / 2) : ℂ)) • σx
        - (I * (Real.cos (a / 2) : ℂ) * (Real.sin (b / 2) : ℂ)) • σz
        + (I * ((Real.sin (a / 2) : ℂ) * (Real.sin (b / 2) : ℂ))) • σy := by
  rw [exp_gen σx exp_gen_witness.1, exp_gen σz exp_gen_witness.2]
  generalize (Real.cos (a / 2) : ℂ) = p
  generalize (Real.cos (b / 2) : ℂ) = q
  generalize (Real.sin (a / 2) : ℂ) = s
  generalize (Real.sin (b / 2) : ℂ) = t
  ext i j
  fin_cases i <;> fin_cases j <;>
    simp [σx, σy, σz, Matrix.mul_apply, Fin.sum_univ_two, Matrix.one_apply] <;> ring

/-- The exponential of the summed exponents for the `x` and `z` axes is a symmetric matrix. -/
theorem exp_add_symmetric (a b : ℝ) :
    (NormedSpace.exp (gen a σx + gen b σz))ᵀ = NormedSpace.exp (gen a σx + gen b σz) := by
  rw [← Matrix.exp_transpose]
  congr 1
  ext i j
  fin_cases i <;> fin_cases j <;> simp [gen, σx, σz]

/-- For rotations by `a` about `x` and `b` about `z` with `sin(a/2) sin(b/2) ≠ 0`, the
exponential of the sum is not the product of the exponentials. -/
theorem exp_add_ne_exp_mul_exp (a b : ℝ) (hab : Real.sin (a / 2) * Real.sin (b / 2) ≠ 0) :
    NormedSpace.exp (gen a σx + gen b σz) ≠
      NormedSpace.exp (gen a σx) * NormedSpace.exp (gen b σz) := by
  intro h
  have hs := exp_add_symmetric a b
  rw [h, exp_mul_exp] at hs
  -- compare the two off-diagonal entries: only the `σy` term distinguishes them
  have e := congrFun (congrFun hs 0) 1
  have x01 : σx 0 1 = 1 := by simp [σx]
  have x10 : σx 1 0 = 1 := by simp [σx]
  have y01 : σy 0 1 = -I := by simp [σy]
  have y10 : σy 1 0 = I := by simp [σy]
  have z01 : σz 0 1 = 0 := by simp [σz]
  have z10 : σz 1 0 = 0 := by simp [σz]
  have o01 : (1 : SpinOp) 0 1 = 0 := by simp
  have o10 : (1 : SpinOp) 1 0 = 0 := by simp
  simp only [Matrix.transpose_apply, Matrix.add_apply, Matrix.sub_apply, Matrix.smul_apply,
    smul_eq_mul, x01, x10, y01, y10, z01, z10, o01, o10] at e
  have h0 : (Real.sin (a / 2) : ℂ) * (Real.sin (b / 2) : ℂ) = 0 := by
    linear_combination (-1 / 2 : ℂ) * e +
      (Real.sin (a / 2) : ℂ) * (Real.sin (b / 2) : ℂ) * Complex.I_sq
  exact hab (by exact_mod_cast h0)

/-- Two half turns, `A = -i(π/2)σx` and `B = -i(π/2)σz`: the product `exp(A) exp(B)` is
`iσy`, which is antisymmetric and nonzero, and it differs from `exp(A+B)`. -/
theorem half_turns :
    NormedSpace.exp (gen Real.pi σx) * NormedSpace.exp (gen Real.pi σz) = I • σy ∧
    (I • σy)ᵀ = -(I • σy) ∧ I • σy ≠ 0 ∧
    NormedSpace.exp (gen Real.pi σx + gen Real.pi σz) ≠
      NormedSpace.exp (gen Real.pi σx) * NormedSpace.exp (gen Real.pi σz) := by
  refine ⟨?_, ?_, ?_, ?_⟩
  · rw [exp_mul_exp, Real.cos_pi_div_two, Real.sin_pi_div_two]
    simp
  · ext i j
    fin_cases i <;> fin_cases j <;> simp [σy]
  · intro h
    have e := congrFun (congrFun h 0) 1
    simp [σy] at e
  · apply exp_add_ne_exp_mul_exp
    rw [Real.sin_pi_div_two]
    norm_num

/-- For the angles `6π` about `x` and `8π` about `z` the exponents do not commute, and yet
the exponential of their sum equals the product of their exponentials. -/
theorem noncommuting_with_equality :
    gen (6 * Real.pi) σx * gen (8 * Real.pi) σz ≠
      gen (8 * Real.pi) σz * gen (6 * Real.pi) σx ∧
    NormedSpace.exp (gen (6 * Real.pi) σx + gen (8 * Real.pi) σz) =
      NormedSpace.exp (gen (6 * Real.pi) σx) * NormedSpace.exp (gen (8 * Real.pi) σz) := by
  constructor
  · intro h
    have e := congrFun (congrFun h 0) 1
    have hxz : (σx * σz) 0 1 = -1 := by
      simp [σx, σz, Matrix.mul_apply, Fin.sum_univ_succ]
    have hzx : (σz * σx) 0 1 = 1 := by
      simp [σx, σz, Matrix.mul_apply, Fin.sum_univ_succ]
    simp only [gen, Matrix.smul_mul, Matrix.mul_smul, Matrix.smul_apply, smul_eq_mul,
      hxz, hzx] at e
    push_cast at e
    have h0 : (Real.pi : ℂ) ^ 2 = 0 := by
      linear_combination (1 / 24 : ℂ) * e + (Real.pi : ℂ) ^ 2 * Complex.I_sq
    exact pow_ne_zero 2 (Complex.ofReal_ne_zero.2 Real.pi_ne_zero) h0
  · -- the sum generates a rotation by `10π` about the axis `(3/5, 0, 4/5)`
    have hsum : gen (6 * Real.pi) σx + gen (8 * Real.pi) σz =
        gen (10 * Real.pi) ((3 / 5 : ℂ) • σx + (4 / 5 : ℂ) • σz) := by
      unfold gen
      push_cast
      module
    have hsq : ((3 / 5 : ℂ) • σx + (4 / 5 : ℂ) • σz) *
        ((3 / 5 : ℂ) • σx + (4 / 5 : ℂ) • σz) = 1 := by
      ext i j
      fin_cases i <;> fin_cases j <;>
        simp [σx, σz, Matrix.mul_apply, Fin.sum_univ_succ] <;> norm_num
    have h3 : 6 * Real.pi / 2 = ((3 : ℕ) : ℝ) * Real.pi := by push_cast; ring
    have h4 : 8 * Real.pi / 2 = ((4 : ℕ) : ℝ) * Real.pi := by push_cast; ring
    have h5 : 10 * Real.pi / 2 = ((5 : ℕ) : ℝ) * Real.pi := by push_cast; ring
    rw [hsum, exp_gen _ hsq, exp_mul_exp, h3, h4, h5]
    simp only [Real.cos_nat_mul_pi, Real.sin_nat_mul_pi]
    push_cast
    module

end

end SpinRotationExpCounterexample
```

```lean
#print axioms SpinRotationExpCounterexample.half_turns
#print axioms SpinRotationExpCounterexample.noncommuting_with_equality
```

```
'SpinRotationExpCounterexample.half_turns' depends on axioms: [propext, Classical.choice, Quot.sound]
'SpinRotationExpCounterexample.noncommuting_with_equality' depends on axioms: [propext, Classical.choice, Quot.sound]
```

### From the power series to the off-diagonal entries

In `exp_gen`, `hpow` proves the formula for $S^n$ by induction, using $S^2=1$ in the step from $n$ to $n+1$. `key` takes the convergent scalar series for $e^c$ and $e^{-c}$, multiplies them by $P_+$ and $P_-$, adds them, and matches the result term by term with the matrix series. `hp` and `hm` are Euler's formula for the two signs, and `module` collects the coefficients of $1$ and $S$. `exp_gen_witness` checks that $\sigma_x$ and $\sigma_z$ meet the hypothesis.

`exp_mul_exp` inserts the closed formula twice, replaces the sines and cosines by plain letters, and compares the four matrix entries. This is where $\sigma_x\sigma_z=-i\sigma_y$ enters. `exp_add_symmetric` uses `Matrix.exp_transpose` to move the transposition into the exponent, where the entries show that nothing changes.

The main theorem assumes equality. The product must then be symmetric, and `e` is the resulting equation between its two off-diagonal entries. The $\sigma_x$ contributions cancel, `linear_combination` extracts $\sin\frac a2\sin\frac b2=0$, and this contradicts `hab`.

`half_turns` evaluates the product at $\pi$, reads the antisymmetry and the nonzero entry from the matrix, and applies the main theorem for the inequality. In `noncommuting_with_equality`, commuting exponents would force $\pi^2=0$ through the entry in row 0, column 1. For the equality, `hsum` rewrites the sum as one rotation by $10\pi$, `hsq` checks that its axis matrix squares to 1, and the sines and cosines at $3\pi$, $4\pi$ and $5\pi$ reduce both sides to $-1$.
